# Hermiticity and the commutators quantize the joint eigenvalues of $J^2$ and $J_z$

## Operators, conventions and ladder operators

```lean
import Mathlib

open Complex

namespace AngularMomentumSpectrum

noncomputable section

variable {V : Type*} [NormedAddCommGroup V] [InnerProductSpace ℂ V]
```

The state space `V` is a complex vector space with an inner product. Neither finite dimension nor completeness is assumed. The inner product `inner ℂ u w`, written $\langle u,w\rangle$, is conjugate-linear in its first slot.

```lean
/-- Three Hermitian operators obeying the angular momentum commutation relations (ħ = 1). -/
structure IsAngularMomentum (Jx Jy Jz : Module.End ℂ V) : Prop where
  symm_x : LinearMap.IsSymmetric Jx
  symm_y : LinearMap.IsSymmetric Jy
  symm_z : LinearMap.IsSymmetric Jz
  comm_xy : Jx * Jy - Jy * Jx = I • Jz
  comm_yz : Jy * Jz - Jz * Jy = I • Jx
  comm_zx : Jz * Jx - Jx * Jz = I • Jy
```

A `Module.End ℂ V` is a linear operator defined on all of `V`, `*` is composition, and `•` multiplies by a scalar. `IsSymmetric` says $\langle Tu,w\rangle=\langle u,Tw\rangle$. With $\hbar=1$, the other three fields are $[J_x,J_y]=iJ_z$, $[J_y,J_z]=iJ_x$ and $[J_z,J_x]=iJ_y$.

An unbounded operator on a Hilbert space fits only after restriction to a domain that all three operators map into itself; that domain is then `V`.

```lean
/-- The total angular momentum squared, J² = Jx² + Jy² + Jz². -/
def casimir (Jx Jy Jz : Module.End ℂ V) : Module.End ℂ V := Jx * Jx + Jy * Jy + Jz * Jz
```

This is $J^2=J_x^2+J_y^2+J_z^2$.

```lean
/-- The raising operator J₊ = Jx + i Jy. -/
def raising (Jx Jy : Module.End ℂ V) : Module.End ℂ V := Jx + I • Jy
```

This is $J_+=J_x+iJ_y$.

```lean
/-- The lowering operator J₋ = Jx - i Jy. -/
def lowering (Jx Jy : Module.End ℂ V) : Module.End ℂ V := Jx - I • Jy
```

This is $J_-=J_x-iJ_y$. That it is the adjoint of $J_+$ is proved below from Hermiticity.

## Symmetry and the shift by one

```lean
variable {Jx Jy Jz : Module.End ℂ V}

/-- A half-turn about the x axis, (Jx, -Jy, -Jz), gives again an angular momentum. -/
theorem IsAngularMomentum.half_turn (h : IsAngularMomentum Jx Jy Jz) :
    IsAngularMomentum Jx (-Jy) (-Jz) where
  symm_x := h.symm_x
  symm_y := fun u w => by
    simp only [LinearMap.neg_apply, inner_neg_left, inner_neg_right]
    exact congrArg Neg.neg (h.symm_y u w)
  symm_z := fun u w => by
    simp only [LinearMap.neg_apply, inner_neg_left, inner_neg_right]
    exact congrArg Neg.neg (h.symm_z u w)
  comm_xy := by rw [smul_neg, ← h.comm_xy]; noncomm_ring
  comm_yz := by rw [← h.comm_yz]; noncomm_ring
  comm_zx := by rw [smul_neg, ← h.comm_zx]; noncomm_ring
```

The triple $(J_x,-J_y,-J_z)$ satisfies the same relations; for example, $[J_x,-J_y]=-iJ_z=i(-J_z)$. The half-turn keeps $J^2$, reverses the sign of the $J_z$ eigenvalue and exchanges $J_+$ with $J_-$. Every statement about raising therefore yields one about lowering.

```lean
/-- J² commutes with the component Jx. -/
theorem IsAngularMomentum.casimir_x (h : IsAngularMomentum Jx Jy Jz) (w : V) :
    casimir Jx Jy Jz (Jx w) = Jx (casimir Jx Jy Jz w) := by
  have hxy : ∀ u, Jx (Jy u) - Jy (Jx u) = I • Jz u := fun u => LinearMap.congr_fun h.comm_xy u
  have hzx : ∀ u, Jz (Jx u) - Jx (Jz u) = I • Jy u := fun u => LinearMap.congr_fun h.comm_zx u
  have a := congrArg Jy (hxy w)
  have b := congrArg Jz (hzx w)
  simp only [map_sub, map_smul] at a b
  simp only [casimir, LinearMap.add_apply, Module.End.mul_apply, map_add]
  linear_combination (norm := module) b + hzx (Jz w) - a - hxy (Jy w)
```

By hand, since $J_x^2$ commutes with $J_x$,

$$[J^2,J_x]=J_y[J_y,J_x]+[J_y,J_x]J_y+J_z[J_z,J_x]+[J_z,J_x]J_z$$
$$=-i(J_yJ_z+J_zJ_y)+i(J_zJ_y+J_yJ_z)=0.$$

Lean applies the commutators to vectors, and `linear_combination` adds the resulting equations with the stated coefficients.

```lean
/-- J₊ maps a joint eigenvector of J² and Jz to a vector with the same J² and with Jz
raised by one. -/
theorem IsAngularMomentum.raising_eigen (h : IsAngularMomentum Jx Jy Jz) {w : V} {c m : ℝ}
    (hc : casimir Jx Jy Jz w = (c : ℂ) • w) (hm : Jz w = (m : ℂ) • w) :
    casimir Jx Jy Jz (raising Jx Jy w) = (c : ℂ) • raising Jx Jy w ∧
      Jz (raising Jx Jy w) = ((m + 1 : ℝ) : ℂ) • raising Jx Jy w := by
  constructor
  · -- the y component follows from the x component by cyclic relabelling
    have hcyc : IsAngularMomentum Jy Jz Jx :=
      ⟨h.symm_y, h.symm_z, h.symm_x, h.comm_yz, h.comm_zx, h.comm_xy⟩
    have e : casimir Jy Jz Jx = casimir Jx Jy Jz := by unfold casimir; abel
    have hy := hcyc.casimir_x w
    rw [e, hc, map_smul] at hy
    have hx := h.casimir_x w
    rw [hc, map_smul] at hx
    simp only [raising, LinearMap.add_apply, LinearMap.smul_apply, map_add, map_smul]
    rw [hx, hy]
    module
  · have hzx : Jz (Jx w) - Jx (Jz w) = I • Jy w := LinearMap.congr_fun h.comm_zx w
    have hyz : Jy (Jz w) - Jz (Jy w) = I • Jx w := LinearMap.congr_fun h.comm_yz w
    rw [hm, map_smul] at hzx hyz
    simp only [raising, LinearMap.add_apply, LinearMap.smul_apply, map_add, map_smul,
      Complex.ofReal_add, Complex.ofReal_one]
    linear_combination (norm := module) hzx - I • hyz - Complex.I_mul_I • Jx w
```

Let $J^2w=cw$ and $J_zw=mw$ with real $c,m$. Cyclic relabelling of the previous lemma gives $[J^2,J_y]=0$, so $J^2J_+w=J_+J^2w=cJ_+w$. Also

$$[J_z,J_+]=iJ_y+i(-iJ_x)=J_+,$$

hence $J_zJ_+w=J_+J_zw+J_+w=(m+1)J_+w$. These equations still allow $J_+w=0$.

## Norms decide where the ladder stops

```lean
/-- On a joint eigenvector, ‖J₊ v‖² = (c - m(m+1)) ‖v‖². -/
theorem IsAngularMomentum.norm_raising_sq (h : IsAngularMomentum Jx Jy Jz) {v : V} {c m : ℝ}
    (hc : casimir Jx Jy Jz v = (c : ℂ) • v) (hm : Jz v = (m : ℂ) • v) :
    ‖raising Jx Jy v‖ ^ 2 = (c - m * (m + 1)) * ‖v‖ ^ 2 := by
  -- J₋ is the adjoint of J₊
  have adj : ∀ u, inner ℂ (raising Jx Jy v) u = inner ℂ v (lowering Jx Jy u) := fun u => by
    have hx : inner ℂ (Jx v) u = inner ℂ v (Jx u) := h.symm_x v u
    have hy : inner ℂ (Jy v) u = inner ℂ v (Jy u) := h.symm_y v u
    simp only [raising, lowering, LinearMap.add_apply, LinearMap.sub_apply, LinearMap.smul_apply,
      inner_add_left, inner_sub_right, inner_smul_left, inner_smul_right, Complex.conj_I, hx, hy]
    ring
  -- J₋ J₊ = J² - Jz² - Jz
  have prod : lowering Jx Jy (raising Jx Jy v) = ((c - m * (m + 1) : ℝ) : ℂ) • v := by
    have hxy : Jx (Jy v) - Jy (Jx v) = I • Jz v := LinearMap.congr_fun h.comm_xy v
    simp only [casimir, LinearMap.add_apply, Module.End.mul_apply, hm, map_smul] at hc
    rw [hm] at hxy
    simp only [raising, lowering, LinearMap.add_apply, LinearMap.sub_apply, LinearMap.smul_apply,
      map_add, map_smul]
    push_cast
    linear_combination (norm := module)
      hc + I • hxy + Complex.I_mul_I • ((m : ℂ) • v - Jy (Jy v))
  have e : ∀ x : V, inner ℂ x x = ((‖x‖ ^ 2 : ℝ) : ℂ) := fun x =>
    (inner_self_eq_norm_sq_to_K x).trans (Complex.ofReal_pow ‖x‖ 2).symm
  have key := adj (raising Jx Jy v)
  rw [prod, inner_smul_right, e, e] at key
  exact_mod_cast key
```

The comments mark the two ingredients. Hermiticity gives $\langle J_+v,u\rangle=\langle v,J_-u\rangle$ (`adj`), and multiplying out gives (`prod`)

$$J_-J_+=J_x^2+J_y^2+i[J_x,J_y]=J^2-J_z^2-J_z.$$

Setting $u=J_+v$,

$$\|J_+v\|^2=\langle v,J_-J_+v\rangle=\bigl(c-m(m+1)\bigr)\|v\|^2.$$

```lean
/-- On a joint eigenvector, ‖J₋ v‖² = (c - m(m-1)) ‖v‖². -/
theorem IsAngularMomentum.norm_lowering_sq (h : IsAngularMomentum Jx Jy Jz) {v : V} {c m : ℝ}
    (hc : casimir Jx Jy Jz v = (c : ℂ) • v) (hm : Jz v = (m : ℂ) • v) :
    ‖lowering Jx Jy v‖ ^ 2 = (c - m * (m - 1)) * ‖v‖ ^ 2 := by
  have e : raising Jx (-Jy) = lowering Jx Jy := by simp [raising, lowering, sub_eq_add_neg]
  have key := h.half_turn.norm_raising_sq (v := v) (c := c) (m := -m)
    (by simpa [casimir] using hc) (by simp [hm])
  rw [e] at key
  rw [key]
  ring
```

The half-turn replaces $m$ by $-m$ and $J_+$ by $J_-$, so the factor becomes $c-(-m)(-m+1)=c-m(m-1)$.

```lean
/-- If a nonzero v has J² = c and Jz = m, then c = (m+p)(m+p+1) for some natural number p. -/
theorem IsAngularMomentum.ladder_top (h : IsAngularMomentum Jx Jy Jz) {v : V} (hv : v ≠ 0)
    {c m : ℝ} (hc : casimir Jx Jy Jz v = (c : ℂ) • v) (hm : Jz v = (m : ℂ) • v) :
    ∃ p : ℕ, c = (m + p) * (m + p + 1) := by
  by_contra hcon
  -- otherwise J₊ never annihilates, and every m + k is an eigenvalue
  have chain : ∀ k : ℕ, ∃ w : V, w ≠ 0 ∧ casimir Jx Jy Jz w = (c : ℂ) • w ∧
      Jz w = ((m + k : ℝ) : ℂ) • w := by
    intro k
    induction k with
    | zero => exact ⟨v, hv, hc, by simpa using hm⟩
    | succ k ih =>
      obtain ⟨w, hw, h1, h2⟩ := ih
      have e : m + ((k + 1 : ℕ) : ℝ) = m + k + 1 := by push_cast; ring
      refine ⟨raising Jx Jy w, fun h0 => ?_, (h.raising_eigen h1 h2).1, ?_⟩
      · have hn := h.norm_raising_sq h1 h2
        rw [h0, norm_zero] at hn
        have hw2 : ‖w‖ ^ 2 ≠ 0 := pow_ne_zero 2 (norm_ne_zero_iff.2 hw)
        have hz : (c - (m + k) * (m + k + 1)) * ‖w‖ ^ 2 = 0 := by linarith
        have hz' := (mul_eq_zero.1 hz).resolve_right hw2
        exact hcon ⟨k, by linarith⟩
      · rw [e]
        exact (h.raising_eigen h1 h2).2
  -- far up the ladder the squared norm would be negative
  obtain ⟨k, hk⟩ := exists_nat_gt (|c| + |m| + 1)
  obtain ⟨w, hw, h1, h2⟩ := chain k
  have hn := h.norm_raising_sq h1 h2
  have hpos : 0 < ‖w‖ ^ 2 := pow_pos (norm_pos_iff.2 hw) 2
  have hge : 0 ≤ c - (m + k) * (m + k + 1) :=
    nonneg_of_mul_nonneg_left (hn ▸ sq_nonneg _) hpos
  nlinarith [mul_self_nonneg (m + k), le_abs_self c, neg_abs_le m]
```

For nonzero $v$, some natural number $p$ satisfies $c=(m+p)(m+p+1)$. Suppose none did. Put $w_0=v$ and $w_{k+1}=J_+w_k$. Then

$$\|w_{k+1}\|^2=\bigl(c-(m+k)(m+k+1)\bigr)\|w_k\|^2,$$

and the factor is never zero, so by induction every $w_k$ is nonzero (`chain`). Choose $k>|c|+|m|+1$. Then $m+k>|c|+1$, so $(m+k)(m+k+1)>c$ and the squared norm of $w_{k+1}$ would be negative, a contradiction.

## The quantized eigenvalues

```lean
/-- An eigenvalue is real if the operator has a real expectation value in the eigenvector. -/
theorem eigenvalue_real {T : Module.End ℂ V} {v : V} (hv : v ≠ 0) {a : ℂ} (ha : T v = a • v)
    (hT : inner ℂ (T v) v = inner ℂ v (T v)) : ∃ r : ℝ, a = r := by
  rw [ha, inner_smul_left, inner_smul_right] at hT
  exact Complex.conj_eq_iff_real.1 (mul_right_cancel₀ (inner_self_ne_zero.2 hv) hT)
```

If $Tv=av$ and $\langle Tv,v\rangle=\langle v,Tv\rangle$, then $\bar a\langle v,v\rangle=a\langle v,v\rangle$. Since $v\neq0$, $a$ is real.

```lean
/-- Quantization of angular momentum: on a joint eigenvector J² = j(j+1) and Jz = μ, where 2j, j - μ
and j + μ are natural numbers, with ‖J₊ v‖² = (j - μ)(j + μ + 1) ‖v‖² and ‖J₋ v‖² = (j + μ)(j - μ +
1) ‖v‖². -/
theorem angular_momentum_quantization (h : IsAngularMomentum Jx Jy Jz) {v : V} (hv : v ≠ 0)
    {c m : ℂ} (hc : casimir Jx Jy Jz v = c • v) (hm : Jz v = m • v) :
    ∃ j μ : ℝ, c = ((j * (j + 1) : ℝ) : ℂ) ∧ m = (μ : ℂ) ∧
      (∃ n : ℕ, 2 * j = n) ∧ (∃ p : ℕ, j - μ = p) ∧ (∃ q : ℕ, j + μ = q) ∧
      ‖raising Jx Jy v‖ ^ 2 = (j - μ) * (j + μ + 1) * ‖v‖ ^ 2 ∧
      ‖lowering Jx Jy v‖ ^ 2 = (j + μ) * (j - μ + 1) * ‖v‖ ^ 2 := by
  have s : ∀ T : Module.End ℂ V, LinearMap.IsSymmetric T →
      inner ℂ (T (T v)) v = inner ℂ v (T (T v)) := fun T hT => (hT (T v) v).trans (hT v (T v))
  obtain ⟨μ, rfl⟩ := eigenvalue_real hv hm (h.symm_z v v)
  obtain ⟨γ, rfl⟩ := eigenvalue_real hv hc (by
    simp only [casimir, LinearMap.add_apply, Module.End.mul_apply, inner_add_left,
      inner_add_right, s Jx h.symm_x, s Jy h.symm_y, s Jz h.symm_z])
  -- top of the ladder, and its bottom by a half-turn
  obtain ⟨p, hp⟩ := h.ladder_top hv hc hm
  obtain ⟨q, hq⟩ := h.half_turn.ladder_top hv (c := γ) (m := -μ)
    (by simpa [casimir] using hc) (by simp [hm])
  have hpq : μ + p = q - μ := by
    have h0 : (μ + p - (q - μ)) * ((p : ℝ) + q + 1) = 0 := by linear_combination hq - hp
    have h1 : (p : ℝ) + q + 1 ≠ 0 := by positivity
    linarith [(mul_eq_zero.1 h0).resolve_right h1]
  refine ⟨μ + p, μ, by rw [hp], rfl, ⟨p + q, by push_cast; linarith⟩, ⟨p, by ring⟩,
    ⟨q, by linarith⟩, ?_, ?_⟩
  · rw [h.norm_raising_sq hc hm, hp]; ring
  · rw [h.norm_lowering_sq hc hm, hp]; ring
```

The hypotheses are an angular momentum triple and a nonzero $v$ with $J^2v=cv$ and $J_zv=mv$, where $c,m$ may be complex. The conclusion supplies real $j,\mu$ with $c=j(j+1)$ and $m=\mu$, such that $2j$, $j-\mu$ and $j+\mu$ are natural numbers, together with both ladder norms. The joint eigenvector is assumed, not constructed.

The previous lemma makes $m=\mu$ real. It also makes $c$ real, because $\langle T^2v,v\rangle=\langle Tv,Tv\rangle=\langle v,T^2v\rangle$ for each component $T$. The ladder lemma, used directly and after a half-turn, gives natural $p,q$ with

$$c=a(a+1)=b(b+1),\qquad a=\mu+p,\quad b=q-\mu.$$

Subtracting, $(a-b)(a+b+1)=0$. Since $a+b+1=p+q+1>0$, we have $a=b$; call this number $j$. Then $j-\mu=p$, $j+\mu=q$ and $2j=p+q$. Finally,

$$j(j+1)-\mu(\mu+1)=(j-\mu)(j+\mu+1),$$
$$j(j+1)-\mu(\mu-1)=(j+\mu)(j-\mu+1),$$

which turns the two norm lemmas into the stated formulas.

```lean
/-- For J² = j(j+1) with j ≥ 0, the raising operator annihilates a joint eigenvector exactly
when m = j. -/
theorem raising_eq_zero_iff (h : IsAngularMomentum Jx Jy Jz) {v : V} (hv : v ≠ 0) {j m : ℝ}
    (hj : 0 ≤ j) (hc : casimir Jx Jy Jz v = ((j * (j + 1) : ℝ) : ℂ) • v)
    (hm : Jz v = (m : ℂ) • v) : raising Jx Jy v = 0 ↔ m = j := by
  have hpos : 0 < ‖v‖ ^ 2 := pow_pos (norm_pos_iff.2 hv) 2
  have hr := h.norm_raising_sq hc hm
  have hl := h.norm_lowering_sq hc hm
  constructor
  · intro h0
    rw [h0, norm_zero] at hr
    have h1 : (j - m) * (j + m + 1) * ‖v‖ ^ 2 = 0 := by linear_combination -hr
    rcases mul_eq_zero.1 ((mul_eq_zero.1 h1).resolve_right hpos.ne') with h2 | h2
    · linarith
    · -- m = -j-1 would give J₋ v a negative squared norm
      have h3 : 0 ≤ j * (j + 1) - m * (m - 1) :=
        nonneg_of_mul_nonneg_left (hl ▸ sq_nonneg _) hpos
      have h4 : m = -j - 1 := by linarith
      rw [h4] at h3
      nlinarith
  · rintro rfl
    rw [sub_self, zero_mul] at hr
    exact norm_eq_zero.1 (pow_eq_zero_iff two_ne_zero |>.1 hr)
```

For $j\ge0$, $J_+v=0$ exactly when $m=j$. If $J_+v=0$, then $(j-m)(j+m+1)=0$. The root $m=-j-1$ would give $\|J_-v\|^2=-2(j+1)\|v\|^2<0$, so $m=j$ remains. Conversely, $m=j$ makes the norm of $J_+v$ vanish.

## Spin 1/2 as a concrete case

```lean
/-- The operator on a two-level system with matrix rows (a, b) and (c, d). -/
def twoLevel (a b c d : ℂ) : Module.End ℂ (EuclideanSpace ℂ (Fin 2)) where
  toFun v := !₂[a * v 0 + b * v 1, c * v 0 + d * v 1]
  map_add' u v := by ext i; fin_cases i <;> simp <;> ring
  map_smul' r v := by ext i; fin_cases i <;> simp <;> ring
```

`twoLevel a b c d` is the $2\times2$ matrix with rows $(a,b)$ and $(c,d)$, acting on $\mathbb C^2$ with its usual inner product. Components are numbered 0 and 1.

```lean
/-- The spin-1/2 matrices form an angular momentum with J² = 3/4, and the first basis vector has
Jz = 1/2. -/
theorem spin_half_witness :
    IsAngularMomentum (twoLevel 0 (1 / 2) (1 / 2) 0) (twoLevel 0 (-I / 2) (I / 2) 0)
      (twoLevel (1 / 2) 0 0 (-1 / 2)) ∧
    (∀ v, casimir (twoLevel 0 (1 / 2) (1 / 2) 0) (twoLevel 0 (-I / 2) (I / 2) 0)
      (twoLevel (1 / 2) 0 0 (-1 / 2)) v = (3 / 4 : ℂ) • v) ∧
    twoLevel (1 / 2) 0 0 (-1 / 2) !₂[1, 0] = (1 / 2 : ℂ) • !₂[1, 0] := by
  have t0 : ∀ a b c d v, (twoLevel a b c d v) 0 = a * v 0 + b * v 1 := fun _ _ _ _ _ => rfl
  have t1 : ∀ a b c d v, (twoLevel a b c d v) 1 = c * v 0 + d * v 1 := fun _ _ _ _ _ => rfl
  have c2 : (starRingEnd ℂ) 2 = 2 := Complex.conj_eq_iff_real.2 ⟨2, by norm_num⟩
  refine ⟨⟨?_, ?_, ?_, ?_, ?_, ?_⟩, fun v => ?_, ?_⟩
  iterate 3
    · intro u w
      simp [PiLp.inner_apply, Fin.sum_univ_two, t0, t1]
      rw [c2]
      ring
  iterate 3
    · refine LinearMap.ext fun v => PiLp.ext (Fin.forall_fin_two.2 ⟨?_, ?_⟩) <;>
      simp only [LinearMap.sub_apply, LinearMap.smul_apply, Module.End.mul_apply,
        PiLp.sub_apply, PiLp.smul_apply, smul_eq_mul, t0, t1] <;>
      first | ring1 | (ring_nf; simp only [Complex.I_sq]; ring1)
  · refine PiLp.ext (Fin.forall_fin_two.2 ⟨?_, ?_⟩) <;>
    simp only [casimir, LinearMap.add_apply, Module.End.mul_apply,
      PiLp.add_apply, PiLp.smul_apply, smul_eq_mul, t0, t1] <;>
    first | ring1 | (ring_nf; simp only [Complex.I_sq]; ring1)
  · refine PiLp.ext (Fin.forall_fin_two.2 ⟨?_, ?_⟩) <;> simp [t0, t1]

end

end AngularMomentumSpectrum
```

The three operators are half the Pauli matrices. Lean checks Hermiticity, the commutators and $J^2=\tfrac34$ component by component. The vector $(1,0)$ has $m=\tfrac12$, so it meets the hypotheses of the quantization theorem, with $j=\tfrac12$.

## A non-Hermitian triple with the wrong norm

Take the same $J_z$, but

$$J_x=\begin{pmatrix}0&1\\ \tfrac14&0\end{pmatrix},\qquad J_y=\begin{pmatrix}0&-i\\ \tfrac i4&0\end{pmatrix}.$$

The commutators hold and $J^2=\tfrac34$, but $J_x$ and $J_y$ are not Hermitian. Here $J_+(0,1)=(2,0)$, with squared norm 4, whereas the formula for $j=\tfrac12$, $m=-\tfrac12$ gives 1.

## Filling spin matrices in a program

For a model Hamiltonian of finitely many localised spins, the norm formula supplies the matrix elements of each spin. In a normalised basis $|j,m\rangle$, with phases chosen to make the elements non-negative, $J_+|j,j\rangle=0$ and, for $m<j$,

$$J_+|j,m\rangle=\sqrt{(j-m)(j+m+1)}\,|j,m+1\rangle.$$

A program fills one off-diagonal with these roots, takes the conjugate transpose for $J_-$, and forms $J_x=(J_++J_-)/2$ and $J_y=(J_+-J_-)/(2i)$. For $j=1$ both nonzero entries of $J_+$ are $\sqrt2$. Since $2j$ and $2m$ are integers, a program can label the states by integers.

```lean
#print axioms AngularMomentumSpectrum.angular_momentum_quantization
-- 'AngularMomentumSpectrum.angular_momentum_quantization' depends on axioms: [propext, Classical.choice, Quot.sound]
#print axioms AngularMomentumSpectrum.raising_eq_zero_iff
-- 'AngularMomentumSpectrum.raising_eq_zero_iff' depends on axioms: [propext, Classical.choice, Quot.sound]
```
